# Band velocity with ultrasoft pseudopotentials: ε' = ⟨u, (H' − εS')u⟩

## Conventions

Units are ħ = mₑ = 1. The wave number k is one real variable, t is a value near k, and a prime is the derivative at k. A state is a vector u of complex coefficients u_i over a finite index set n that does not change with k, and plane wave i carries a real number G_i. The inner product ⟨x, y⟩ = Σ_i conj(x_i) y_i is antilinear in its first slot, and Aᴴ is the conjugate transpose. The projectors are the columns of a matrix B(k), labelled by a finite set m. The operators are

H(k) = diag((k + G_i)²/2) + V + B(k) D B(k)ᴴ

S(k) = 1 + B(k) Q B(k)ᴴ

with V, D and Q Hermitian and independent of k. V is the matrix of the local potential, D holds the strengths of the nonlocal term, including the part that the effective potential contributes through the augmentation charges, and Q holds the integrals of those charges. In three dimensions k and G_i are components along a fixed direction, the kinetic energy of the perpendicular components, constant along that line, is added to the diagonal of V, and ε' is the velocity component along that direction. With one projector β(k) and real couplings D and q, the projector terms are D ββᴴ and q ββᴴ.

## The identity

Let H, S and u be differentiable at k, let H(k) and S(k) be Hermitian, let ε(t) be real with H(t)u(t) = ε(t)S(t)u(t) for all t near k, and let ⟨u, Su⟩ = 1 at k. Then ε is differentiable at k and, with everything evaluated at k,

ε' = ⟨u, (H' − εS')u⟩.

For the ultrasoft operators this becomes

ε' = Σ_i (k + G_i)|u_i|² + 2 Re⟨B'ᴴu, (D − εQ)Bᴴu⟩

and for one projector

ε' = Σ_i (k + G_i)|u_i|² + 2(D − εq) Re(⟨u, β'⟩⟨β, u⟩).

## Use in a code

For independent electrons in a fixed potential and a fixed finite basis, ε' is the band velocity that enters intraband optical and transport response, and the formula gives it from ε, u, the projectors, their derivatives and the couplings at a single k, without u' and without finite differences. The coupling is D − εq, not D, and the coefficients are normalised with S, so Σ_i |u_i|² is in general not 1.

## Derivation

Freeze the bra at w = u(k) and define f(t) = ⟨w, H(t)u(t)⟩ and g(t) = ⟨w, S(t)u(t)⟩. The product rule gives

f' = ⟨u, H'u⟩ + ⟨u, Hu'⟩,  g' = ⟨u, S'u⟩ + ⟨u, Su'⟩.

The eigenvalue equation gives f(t) = ε(t)g(t). Since g(k) = 1 and g is continuous, g is nonzero near k, so ε = f/g there and ε is differentiable. With g(k) = 1 and f(k) = ε the quotient rule reads

ε' = f' − εg' = ⟨u, (H' − εS')u⟩ + ⟨u, Hu'⟩ − ε⟨u, Su'⟩.

Hermiticity at k and the reality of ε give

⟨u, Hu'⟩ = ⟨Hu, u'⟩ = ε⟨Su, u'⟩ = ε⟨u, Su'⟩,

so the last two terms cancel. For the ultrasoft operators the kinetic matrix has derivative diag(k + G_i), V contributes nothing, and (BMBᴴ)' = B'MBᴴ + BMB'ᴴ for constant M. Taking M = D − εQ, which is Hermitian,

H' − εS' = diag(k + G_i) + B'MBᴴ + BMB'ᴴ.

Put x = B'ᴴu and y = Bᴴu. The two projector terms have expectation values ⟨x, My⟩ and ⟨y, Mx⟩ = ⟨My, x⟩ = conj⟨x, My⟩, which add to 2 Re⟨x, My⟩. The diagonal term gives Σ_i (k + G_i)|u_i|². For one projector x = ⟨β', u⟩, y = ⟨β, u⟩ and M = D − εq are numbers, M is real, and conj(x) = ⟨u, β'⟩.

## The Lean file

```lean
import Mathlib

open Matrix Filter Topology

namespace UltrasoftVelocity

noncomputable section

variable {n m : Type*} [Fintype n] [Fintype m]

/-- Every entry of the matrix family `A` has derivative `A'` at `k`. -/
def HasEntryDerivAt {a b : Type*} (A : ℝ → Matrix a b ℂ) (A' : Matrix a b ℂ) (k : ℝ) : Prop :=
  ∀ i j, HasDerivAt (fun t => A t i j) (A' i j) k

/-- Product rule for the matrix element `w · A(t) u(t)` with a fixed bra `w`. -/
theorem hasDerivAt_element (w : n → ℂ) {A : ℝ → Matrix n n ℂ} {A' : Matrix n n ℂ}
    {u : ℝ → n → ℂ} {u' : n → ℂ} {k : ℝ} (hA : HasEntryDerivAt A A' k)
    (hu : HasDerivAt u u' k) :
    HasDerivAt (fun t => w ⬝ᵥ A t *ᵥ u t) (w ⬝ᵥ A' *ᵥ u k + w ⬝ᵥ A k *ᵥ u') k := by
  have h : HasDerivAt (fun t => ∑ i, w i * ∑ j, A t i j * u t j)
      (∑ i, w i * ∑ j, (A' i j * u k j + A k i j * u' j)) k :=
    HasDerivAt.fun_sum fun i _ => (HasDerivAt.fun_sum fun j _ =>
      (hA i j).fun_mul (hasDerivAt_pi.1 hu j)).const_mul (w i)
  simpa only [dotProduct, Matrix.mulVec, Finset.sum_add_distrib, mul_add] using h

/-- A Hermitian matrix may be moved from the ket to the bra: `⟨x, A y⟩ = ⟨A x, y⟩`. -/
theorem hermitian_move {A : Matrix n n ℂ} (hA : A.IsHermitian) (x y : n → ℂ) :
    star x ⬝ᵥ A *ᵥ y = star (A *ᵥ x) ⬝ᵥ y := by
  rw [Matrix.star_mulVec, hA.eq, Matrix.dotProduct_mulVec]

/-- Hellmann-Feynman theorem with overlap: if `H`, `S`, `u` have derivatives `H'`, `S'`, `u'`
at `k`, `ε` is real and `H u = ε S u` near `k`, with `H`, `S` Hermitian
and `⟨u, S u⟩ = 1` at `k`, then `ε` has derivative `⟨u, (H' - ε S') u⟩` at `k`. -/
theorem hellmann_feynman {H S : ℝ → Matrix n n ℂ} {H' S' : Matrix n n ℂ}
    {u : ℝ → n → ℂ} {u' : n → ℂ} {ε : ℝ → ℝ} {k : ℝ}
    (hH : HasEntryDerivAt H H' k) (hS : HasEntryDerivAt S S' k) (hu : HasDerivAt u u' k)
    (hHh : (H k).IsHermitian) (hSh : (S k).IsHermitian)
    (heig : ∀ᶠ t in 𝓝 k, H t *ᵥ u t = (ε t : ℂ) • (S t *ᵥ u t))
    (hnorm : star (u k) ⬝ᵥ S k *ᵥ u k = 1) :
    HasDerivAt (fun t => (ε t : ℂ)) (star (u k) ⬝ᵥ (H' - (ε k : ℂ) • S') *ᵥ u k) k := by
  have ha := hasDerivAt_element (star (u k)) hH hu
  have hb := hasDerivAt_element (star (u k)) hS hu
  have h0 := heig.self_of_nhds
  have hb0 : star (u k) ⬝ᵥ S k *ᵥ u k ≠ 0 := by rw [hnorm]; exact one_ne_zero
  have hne : ∀ᶠ t in 𝓝 k, star (u k) ⬝ᵥ S t *ᵥ u t ≠ 0 := hb.continuousAt.eventually_ne hb0
  -- near `k` the eigenvalue is a quotient of matrix elements with the frozen bra `u(k)`
  have heq : (fun t => (ε t : ℂ)) =ᶠ[𝓝 k]
      fun t => (star (u k) ⬝ᵥ H t *ᵥ u t) / (star (u k) ⬝ᵥ S t *ᵥ u t) := by
    filter_upwards [heig, hne] with t h1 h2
    rw [h1, dotProduct_smul, smul_eq_mul, mul_div_assoc, div_self h2, mul_one]
  -- the terms with `u'` cancel by Hermiticity
  have hr : star (ε k : ℂ) = ε k := Complex.conj_ofReal _
  have hcancel : star (u k) ⬝ᵥ H k *ᵥ u' = ε k * (star (u k) ⬝ᵥ S k *ᵥ u') := by
    rw [hermitian_move hHh, hermitian_move hSh, h0, star_smul, smul_dotProduct, hr, smul_eq_mul]
  have hval : star (u k) ⬝ᵥ H k *ᵥ u k = ε k := by
    rw [h0, dotProduct_smul, hnorm, smul_eq_mul, mul_one]
  refine ((ha.fun_div hb hb0).congr_of_eventuallyEq heq).congr_deriv ?_
  simp only [hnorm, hval, hcancel, Matrix.sub_mulVec, Matrix.smul_mulVec, dotProduct_sub,
    dotProduct_smul, smul_eq_mul]
  ring

omit [Fintype n] in
/-- Derivative of the projector term `B M Bᴴ` for constant `M`. -/
theorem projector_deriv {B : ℝ → Matrix n m ℂ} {B' : Matrix n m ℂ} {k : ℝ}
    (hB : HasEntryDerivAt B B' k) (M : Matrix m m ℂ) :
    HasEntryDerivAt (fun t => B t * M * (B t)ᴴ) (B' * M * (B k)ᴴ + B k * M * B'ᴴ) k := by
  intro i j
  have h : HasDerivAt (fun t => ∑ b, (∑ a, B t i a * M a b) * star (B t j b))
      (∑ b, ((∑ a, B' i a * M a b) * star (B k j b)
        + (∑ a, B k i a * M a b) * star (B' j b))) k :=
    HasDerivAt.fun_sum fun b _ =>
      (HasDerivAt.fun_sum fun a _ => (hB i a).mul_const (M a b)).fun_mul (hB j b).star
  simpa only [Matrix.mul_apply, Matrix.add_apply, conjTranspose_apply,
    Finset.sum_add_distrib] using h

/-- For Hermitian `M`, `Re ⟨u, (B' M Bᴴ + B M B'ᴴ) u⟩ = 2 Re ⟨B'ᴴ u, M Bᴴ u⟩`. -/
theorem projector_expectation (B B' : Matrix n m ℂ) {M : Matrix m m ℂ} (hM : M.IsHermitian)
    (u : n → ℂ) : (star u ⬝ᵥ (B' * M * Bᴴ + B * M * B'ᴴ) *ᵥ u).re
      = 2 * (star (B'ᴴ *ᵥ u) ⬝ᵥ M *ᵥ (Bᴴ *ᵥ u)).re := by
  have key (X Y : Matrix n m ℂ) :
      star u ⬝ᵥ (X * M * Yᴴ) *ᵥ u = star (Xᴴ *ᵥ u) ⬝ᵥ M *ᵥ (Yᴴ *ᵥ u) := by
    rw [Matrix.star_mulVec, conjTranspose_conjTranspose, ← Matrix.dotProduct_mulVec]
    simp only [Matrix.mulVec_mulVec, Matrix.mul_assoc]
  -- the two terms are complex conjugates
  have hc : star (Bᴴ *ᵥ u) ⬝ᵥ M *ᵥ (B'ᴴ *ᵥ u) = star (star (B'ᴴ *ᵥ u) ⬝ᵥ M *ᵥ (Bᴴ *ᵥ u)) :=
    (hermitian_move hM _ _).trans (Matrix.star_dotProduct _ _)
  rw [Matrix.add_mulVec, dotProduct_add, key B' B, key B B', hc, Complex.add_re,
    Complex.star_def, Complex.conj_re]
  ring

variable [DecidableEq n]

/-- Plane-wave kinetic energy `diag((k + G)² / 2)`. -/
def kinetic (G : n → ℝ) (k : ℝ) : Matrix n n ℂ := diagonal fun i => (((k + G i) ^ 2 / 2 : ℝ) : ℂ)

/-- Ultrasoft Hamiltonian `T(k) + V + B D Bᴴ`, the columns of `B(k)` being the projectors. -/
def hamiltonian (G : n → ℝ) (V : Matrix n n ℂ) (D : Matrix m m ℂ) (B : ℝ → Matrix n m ℂ)
    (k : ℝ) : Matrix n n ℂ := kinetic G k + V + B k * D * (B k)ᴴ

/-- Ultrasoft overlap operator `1 + B Q Bᴴ`. -/
def overlap (Q : Matrix m m ℂ) (B : ℝ → Matrix n m ℂ) (k : ℝ) : Matrix n n ℂ :=
  1 + B k * Q * (B k)ᴴ

/-- One-projector Hamiltonian `T(k) + V + D β βᴴ`. -/
def hamiltonianOne (G : n → ℝ) (V : Matrix n n ℂ) (D : ℝ) (β : ℝ → n → ℂ) (k : ℝ) :
    Matrix n n ℂ := kinetic G k + V + (D : ℂ) • vecMulVec (β k) (star (β k))

/-- One-projector overlap operator `1 + q β βᴴ`. -/
def overlapOne (q : ℝ) (β : ℝ → n → ℂ) (k : ℝ) : Matrix n n ℂ :=
  1 + (q : ℂ) • vecMulVec (β k) (star (β k))

/-- Band velocity with any number of projectors:
`ε' = ∑ (k + G) |u_G|² + 2 Re ⟨B'ᴴ u, (D - ε Q) Bᴴ u⟩`. -/
theorem ultrasoft_velocity (G : n → ℝ) {V : Matrix n n ℂ} {D Q : Matrix m m ℂ}
    {B : ℝ → Matrix n m ℂ} {B' : Matrix n m ℂ} {u : ℝ → n → ℂ} {u' : n → ℂ} {ε : ℝ → ℝ} {k : ℝ}
    (hV : V.IsHermitian) (hD : D.IsHermitian) (hQ : Q.IsHermitian)
    (hB : HasEntryDerivAt B B' k) (hu : HasDerivAt u u' k)
    (heig : ∀ᶠ t in 𝓝 k, hamiltonian G V D B t *ᵥ u t = (ε t : ℂ) • (overlap Q B t *ᵥ u t))
    (hnorm : star (u k) ⬝ᵥ overlap Q B k *ᵥ u k = 1) :
    HasDerivAt ε (∑ i, (k + G i) * ‖u k i‖ ^ 2
      + 2 * (star (B'ᴴ *ᵥ u k) ⬝ᵥ (D - (ε k : ℂ) • Q) *ᵥ ((B k)ᴴ *ᵥ u k)).re) k := by
  have hT : HasEntryDerivAt (kinetic G) (diagonal fun i => ((k + G i : ℝ) : ℂ)) k := by
    intro i j
    by_cases h : i = j
    · subst h
      have h1 := (hasDerivAt_id' k).add_const (G i)
      have h2 : HasDerivAt (fun t : ℝ => (t + G i) ^ 2 / 2) (k + G i) k := by
        simp only [sq]
        exact ((h1.fun_mul h1).div_const 2).congr_deriv (by ring)
      simp only [kinetic, diagonal_apply_eq]
      exact h2.ofReal_comp
    · simp only [kinetic, diagonal_apply_ne _ h]
      exact hasDerivAt_const _ _
  have hH : HasEntryDerivAt (hamiltonian G V D B) ((diagonal fun i => ((k + G i : ℝ) : ℂ))
      + (B' * D * (B k)ᴴ + B k * D * B'ᴴ)) k := fun i j => by
    simpa only [hamiltonian, Matrix.add_apply] using
      ((hT i j).add_const (V i j)).fun_add (projector_deriv hB D i j)
  have hS : HasEntryDerivAt (overlap Q B) (B' * Q * (B k)ᴴ + B k * Q * B'ᴴ) k := fun i j => by
    simpa only [overlap, Matrix.add_apply] using
      (projector_deriv hB Q i j).const_add ((1 : Matrix n n ℂ) i j)
  have hTh : (kinetic G k)ᴴ = kinetic G k := by
    rw [kinetic, diagonal_conjTranspose]
    congr 1
    funext i
    exact Complex.conj_ofReal _
  have hr : star (ε k : ℂ) = ε k := Complex.conj_ofReal _
  have hM : (D - (ε k : ℂ) • Q)ᴴ = D - (ε k : ℂ) • Q := by
    rw [conjTranspose_sub, conjTranspose_smul, hD.eq, hQ.eq, hr]
  have h := hellmann_feynman hH hS hu
    ((IsHermitian.add hTh hV).add (isHermitian_mul_mul_conjTranspose _ hD))
    (isHermitian_one.add (isHermitian_mul_mul_conjTranspose _ hQ)) heig hnorm
  -- collect `D` and `ε Q` into one coupling matrix
  have halg : (diagonal fun i => ((k + G i : ℝ) : ℂ)) + (B' * D * (B k)ᴴ + B k * D * B'ᴴ)
      - (ε k : ℂ) • (B' * Q * (B k)ᴴ + B k * Q * B'ᴴ) = (diagonal fun i => ((k + G i : ℝ) : ℂ))
      + (B' * (D - (ε k : ℂ) • Q) * (B k)ᴴ + B k * (D - (ε k : ℂ) • Q) * B'ᴴ) := by
    simp only [Matrix.mul_sub, Matrix.sub_mul, Matrix.mul_smul, Matrix.smul_mul, smul_add]
    abel
  rw [halg, Matrix.add_mulVec, dotProduct_add] at h
  have h2 := Complex.reCLM.hasFDerivAt.comp_hasDerivAt k h
  simp only [Function.comp_def, Complex.reCLM_apply, Complex.ofReal_re] at h2
  refine HasDerivAt.congr_deriv h2 ?_
  rw [Complex.add_re, projector_expectation (B k) B' hM]
  congr 1
  simp only [dotProduct, mulVec_diagonal, Complex.re_sum, Pi.star_apply]
  refine Finset.sum_congr rfl fun i _ => ?_
  rw [mul_left_comm, Complex.re_ofReal_mul, Complex.star_def,
    ← Complex.normSq_eq_conj_mul_self, Complex.ofReal_re, Complex.normSq_eq_norm_sq]

/-- Band velocity with one projector:
`ε' = ∑ (k + G) |u_G|² + 2 (D - ε q) Re (⟨u, β'⟩ ⟨β, u⟩)`. -/
theorem ultrasoft_velocity_one (G : n → ℝ) {V : Matrix n n ℂ} (D q : ℝ)
    {β u : ℝ → n → ℂ} {β' u' : n → ℂ} {ε : ℝ → ℝ} {k : ℝ} (hV : V.IsHermitian)
    (hβ : HasDerivAt β β' k) (hu : HasDerivAt u u' k)
    (heig : ∀ᶠ t in 𝓝 k,
      hamiltonianOne G V D β t *ᵥ u t = (ε t : ℂ) • (overlapOne q β t *ᵥ u t))
    (hnorm : star (u k) ⬝ᵥ overlapOne q β k *ᵥ u k = 1) :
    HasDerivAt ε (∑ i, (k + G i) * ‖u k i‖ ^ 2
      + 2 * (D - ε k * q) * ((star (u k) ⬝ᵥ β') * (star (β k) ⬝ᵥ u k)).re) k := by
  -- view `β` as a one-column matrix and the couplings as 1 × 1 matrices
  obtain ⟨col, hcol⟩ : ∃ col : (n → ℂ) → Matrix n Unit ℂ, ∀ v i a, col v i a = v i :=
    ⟨fun v => of fun i _ => v i, fun _ _ _ => rfl⟩
  obtain ⟨sc, hsc⟩ : ∃ sc : ℝ → Matrix Unit Unit ℂ, ∀ r a b, sc r a b = r :=
    ⟨fun r => of fun _ _ => (r : ℂ), fun _ _ _ => rfl⟩
  have key (r : ℝ) (v : n → ℂ) : (r : ℂ) • vecMulVec v (star v) = col v * sc r * (col v)ᴴ := by
    ext i j
    simp only [Matrix.smul_apply, Matrix.mul_apply, vecMulVec_apply, conjTranspose_apply, hcol,
      hsc, Pi.star_apply, smul_eq_mul, Finset.univ_unique, Finset.sum_singleton]
    ring
  have hh (r : ℝ) : (sc r)ᴴ = sc r := by
    ext a b
    simp only [conjTranspose_apply, hsc]
    exact Complex.conj_ofReal _
  have h := ultrasoft_velocity G (B := fun t => col (β t)) (B' := col β') (ε := ε) hV
    (hh D) (hh q) (fun i a => by simpa only [hcol] using hasDerivAt_pi.1 hβ i) hu
    (heig.mono fun t h => by
      simpa only [hamiltonianOne, overlapOne, hamiltonian, overlap, key] using h)
    (by simpa only [overlapOne, overlap, key] using hnorm)
  have hc (v : n → ℂ) : (col v)ᴴ *ᵥ u k = fun _ => star v ⬝ᵥ u k := by
    funext a
    simp only [Matrix.mulVec, dotProduct, conjTranspose_apply, hcol, Pi.star_apply]
  have hs : star (u k) ⬝ᵥ β' = star (star β' ⬝ᵥ u k) := Matrix.star_dotProduct _ _
  have hz : star ((col β')ᴴ *ᵥ u k) ⬝ᵥ (sc D - (ε k : ℂ) • sc q) *ᵥ ((col (β k))ᴴ *ᵥ u k)
      = ((D - ε k * q : ℝ) : ℂ) * ((star (u k) ⬝ᵥ β') * (star (β k) ⬝ᵥ u k)) := by
    rw [hc β', hc (β k), hs]
    generalize star β' ⬝ᵥ u k = x
    generalize star (β k) ⬝ᵥ u k = y
    simp only [Matrix.mulVec, dotProduct, Finset.univ_unique, Finset.sum_singleton,
      Matrix.sub_apply, Matrix.smul_apply, hsc, Pi.star_apply, smul_eq_mul]
    push_cast
    ring
  refine h.congr_deriv ?_
  rw [hz, Complex.re_ofReal_mul]
  ring

/-- The projector `β(k) = (1/k + 1/2, 1/k - 1/2)` on two plane waves. -/
def witnessBeta (k : ℝ) : Fin 2 → ℂ := ![((k⁻¹ + 1 / 2 : ℝ) : ℂ), ((k⁻¹ - 1 / 2 : ℝ) : ℂ)]

/-- With `G = ±1`, `V = 0`, `D = -3`, `q = 2`, `u = (1/2, 1/2)`, `ε = (k² - 3)/2` the
stated derivative of `β` at `2`, the eigenvalue equation near `2` and the normalisation
at `2` hold; the slope is `2`, the kinetic and projector terms are `1` each. -/
theorem ultrasoft_velocity_witness :
    HasDerivAt witnessBeta ![-1 / 4, -1 / 4] 2 ∧
    (∀ᶠ t in 𝓝 (2 : ℝ), hamiltonianOne ![1, -1] 0 (-3) witnessBeta t *ᵥ ![1 / 2, 1 / 2]
      = (((t ^ 2 - 3) / 2 : ℝ) : ℂ) • (overlapOne 2 witnessBeta t *ᵥ ![1 / 2, 1 / 2])) ∧
    star ![1 / 2, 1 / 2] ⬝ᵥ overlapOne 2 witnessBeta 2 *ᵥ ![1 / 2, 1 / 2] = 1 ∧
    HasDerivAt (fun t : ℝ => (t ^ 2 - 3) / 2) 2 2 ∧
    ∑ i, (2 + (![1, -1] : Fin 2 → ℝ) i) * ‖(![1 / 2, 1 / 2] : Fin 2 → ℂ) i‖ ^ 2 = 1 ∧
    2 * (-3 - (2 ^ 2 - 3) / 2 * 2) * ((star ![1 / 2, 1 / 2] ⬝ᵥ ![-1 / 4, -1 / 4])
      * (star (witnessBeta 2) ⬝ᵥ ![1 / 2, 1 / 2])).re = 1 := by
  have hi : HasDerivAt (fun k : ℝ => k⁻¹) (-1 / 4) 2 :=
    (hasDerivAt_inv two_ne_zero).congr_deriv (by norm_num)
  have b0 (t : ℝ) : witnessBeta t 0 = ((t⁻¹ + 1 / 2 : ℝ) : ℂ) := rfl
  have b1 (t : ℝ) : witnessBeta t 1 = ((t⁻¹ - 1 / 2 : ℝ) : ℂ) := rfl
  refine ⟨hasDerivAt_pi.2 (Fin.forall_fin_two.2 ⟨?_, ?_⟩), ?_, ?_, ?_, ?_, ?_⟩
  · exact ((hi.add_const (1 / 2)).ofReal_comp.congr_deriv (by norm_num) :
      HasDerivAt (fun y : ℝ => ((y⁻¹ + 1 / 2 : ℝ) : ℂ)) (-1 / 4) 2)
  · exact ((hi.sub_const (1 / 2)).ofReal_comp.congr_deriv (by norm_num) :
      HasDerivAt (fun y : ℝ => ((y⁻¹ - 1 / 2 : ℝ) : ℂ)) (-1 / 4) 2)
  · filter_upwards [eventually_ne_nhds (two_ne_zero : (2 : ℝ) ≠ 0)] with t ht
    have ht' : (t : ℂ) ≠ 0 := by exact_mod_cast ht
    refine funext (Fin.forall_fin_two.2 ⟨?_, ?_⟩) <;>
      simp only [hamiltonianOne, overlapOne, Pi.smul_apply, Matrix.mulVec, dotProduct,
        Fin.sum_univ_two, Matrix.add_apply, Matrix.smul_apply, vecMulVec_apply, Pi.star_apply,
        b0, b1, Complex.star_def, Complex.conj_ofReal] <;>
      simp [kinetic] <;> field_simp <;> ring
  · simp only [overlapOne, Matrix.mulVec, dotProduct, Fin.sum_univ_two, Matrix.add_apply,
      Matrix.smul_apply, vecMulVec_apply, Pi.star_apply, b0, b1, Complex.star_def,
      Complex.conj_ofReal]
    norm_num [Matrix.one_apply, map_ofNat]
  · simp only [sq]
    exact ((((hasDerivAt_id' 2).fun_mul (hasDerivAt_id' 2)).sub_const 3).div_const
      2).congr_deriv (by norm_num)
  · norm_num [Fin.sum_univ_two]
  · norm_num [witnessBeta, dotProduct, Fin.sum_univ_two, map_ofNat]

end

end UltrasoftVelocity
```

```lean
#print axioms UltrasoftVelocity.ultrasoft_velocity_one
```

```
'UltrasoftVelocity.ultrasoft_velocity_one' depends on axioms: [propext, Classical.choice, Quot.sound]
```

## Statements and proof steps

The matrix element ⟨x, Ay⟩ is written `star x ⬝ᵥ A *ᵥ y`, and `HasEntryDerivAt A A' k` says that each entry of A has the matching entry of A' as its derivative. In `hellmann_feynman`, `heig` is the eigenvalue equation on a neighbourhood of k, while `hHh`, `hSh` and `hnorm` concern the point k alone. The type `ℝ → ℝ` makes ε real, and nothing is assumed about its continuity. The conclusion is stated for ε viewed as a complex function; `ultrasoft_velocity` and `ultrasoft_velocity_one` state derivatives of the real function.

The lemma `hasDerivAt_element` is the product rule for f and g, used as `ha` and `hb`, and `hermitian_move` shifts a Hermitian matrix from ket to bra. Then `hne` is g ≠ 0 near k, `heq` is ε = f/g, `hval` is f(k) = ε, `hcancel` removes the u' terms, and `fun_div` is the quotient rule. The lemmas `projector_deriv` and `projector_expectation` give (BMBᴴ)' and the conjugate pair. In `ultrasoft_velocity`, `hT` differentiates the kinetic matrix, `halg` collects D − εQ, and `h2` takes real parts. The one-projector theorem treats β as a one-column matrix `col` and D, q as 1 × 1 matrices `sc`.

## A two-wave instance

Take G = (1, −1), V = 0, D = −3, q = 2, β(t) = (1/t + 1/2, 1/t − 1/2), the constant vector u = (1/2, 1/2), and ε(t) = (t² − 3)/2. At k = 2, β = (1, 0) and β' = (−1/4, −1/4), so H = diag(9/2 − 3, 1/2) = diag(3/2, 1/2), S = diag(3, 1), ε = 1/2 and ⟨u, Su⟩ = 3/4 + 1/4 = 1. The kinetic term is 3/4 + 1/4 = 1. With ⟨u, β'⟩ = −1/4, ⟨β, u⟩ = 1/2 and D − εq = −4, the projector term is 2(−4)(−1/8) = 1. The sum 2 equals the slope ε'(2) = 2, whereas D in place of D − εq would give 7/4. The theorem `ultrasoft_velocity_witness` states β', the eigenvalue equation near 2, the normalisation, the slope obtained directly from ε(t), and the two terms. Here ⟨u, S(t)u⟩ = 1/2 + 2/t² equals 1 at t = 2 but not nearby, and H = S/2 at k = 2, so the level is doubly degenerate there.

## Scope

The differentiable branch u(t) is assumed, not constructed. At a degenerate k a vector returned by an eigensolver need not lie on such a branch, and the theorems give the slope only for one that does, as in the instance above. Neither positive definiteness of S nor a gap is required. The basis is fixed, so a cutoff sphere that gains or loses plane waves as k moves is not described. V, D and Q do not respond to k, B' is an input that the code must supply correctly, and arithmetic is exact. The theorems treat only the first derivative of one eigenvalue with respect to one parameter, with no interband elements, occupations or response functions.

The remarks that follow are ordinary algebra and do not correspond to theorems in the file. Setting Q = 0 gives S = 1 and the norm-conserving term 2 Re⟨B'ᴴu, DBᴴu⟩, and with no projectors the velocity is Σ_i (k + G_i)|u_i|². For a single plane wave, with index 0, all quantities are numbers, ε = ((k + G₀)²/2 + V + D|β₀|²)/(1 + q|β₀|²) and |u₀|² = 1/(1 + q|β₀|²), and the formula

ε' = |u₀|² [k + G₀ + 2(D − εq) Re(β₀' conj β₀)]

is the quotient rule for that fraction.

The same argument with a different frozen bra gives the off-diagonal element. If H(k)w = ηS(k)w with η real and ⟨w, Su⟩ = 0 at k, differentiating Hu = εSu and pairing with w removes the ε' term and turns ⟨w, Hu'⟩ into η⟨w, Su'⟩, so

⟨w, (H' − εS')u⟩ = (ε − η)⟨w, Su'⟩.
